# A fixed number of unpaired fermionic Matsubara frequencies leaves an imaginary part of order 1/N in a cutoff sum

Take a level of real energy $e$ at temperature $T>0$ and keep only the frequency $\pi T$ in the fermionic Matsubara sum of its propagator. This gives $T/(i\pi T-e)$, with imaginary part $-\pi T^2/(\pi^2T^2+e^2)$. Adding the frequency $-\pi T$ makes it real: $-2eT/(\pi^2T^2+e^2)$. A larger window behaves the same way: pairs are real, and unpaired frequencies leave an imaginary part.

In units $\hbar=k_B=1$, with $e$ measured from the chemical potential, `freq T n` is $w_n=(2n+1)\pi T$ and `propagator e w` is $1/(iw-e)$. `cutoffSum T e N k` is $S_{N,k}=T\sum_n 1/(iw_n-e)$ over $-N\le n<N+k$. The natural number $k$ counts the unpaired labels, all at the upper end.

```lean
import Mathlib

open Filter Topology Real

namespace MatsubaraCutoff

noncomputable section

/-- The fermionic Matsubara frequency `(2n+1)πT` with integer label `n`. -/
def freq (T : ℝ) (n : ℤ) : ℝ := (2 * (n : ℝ) + 1) * π * T

/-- The propagator `1/(iw - e)` of a level `e` at imaginary frequency `iw`,
for `w` and `e` not both zero. -/
def propagator (e w : ℝ) : ℂ := 1 / (Complex.I * (w : ℂ) - (e : ℂ))

/-- The Matsubara sum of the propagator, times `T`, over the labels `-N ≤ n < N + k`. -/
def cutoffSum (T e : ℝ) (N k : ℕ) : ℂ :=
  (T : ℂ) * ∑ n ∈ Finset.Ico (-(N : ℤ)) ((N : ℤ) + (k : ℤ)), propagator e (freq T n)
```

## Real level energy: each pair is real

The type `e : ℝ` describes an undamped, non-interacting level. Since $(iw-e)(-iw-e)=w^2+e^2$,

$$\frac1{iw-e}=\frac{-e-iw}{w^2+e^2}.$$

Reflecting the label gives $w_{-n-1}=(-2n-1)\pi T=-w_n$. In the sum of the two propagators the terms $\mp iw$ cancel, leaving $-2e/(w^2+e^2)$.

The three lemmas below are the reflection, the imaginary part and the pair sum. The last compares real and imaginary parts through `Complex.ext`.

If a complex constant is put in for $e$, the pair need not be real: $e=ia$ with real $a\ne0$ and $a^2\neq w^2$ gives $-2ia/(w^2-a^2)$. This is not a model of a damped level. In equilibrium the diagonal Matsubara propagator of a damped level still takes complex conjugate values at $w$ and $-w$, so its pairs are real too.

```lean
/-- The labels `n` and `-n-1` carry opposite frequencies. -/
theorem freq_reflect (T : ℝ) (n : ℤ) : freq T (-n - 1) = -freq T n := by
  unfold freq
  push_cast
  ring

/-- The imaginary part of the propagator is `-w/(w² + e²)`. -/
theorem propagator_im (e w : ℝ) : (propagator e w).im = -w / (w ^ 2 + e ^ 2) := by
  have hn : Complex.normSq (Complex.I * (w : ℂ) - (e : ℂ)) = w ^ 2 + e ^ 2 := by
    simp [Complex.normSq_apply]
    ring
  have hi : (Complex.I * (w : ℂ) - (e : ℂ)).im = w := by simp
  rw [propagator, one_div, Complex.inv_im, hn, hi]

/-- The propagators at opposite frequencies add up to the real number `-2e/(w² + e²)`. -/
theorem propagator_pair (e w : ℝ) :
    propagator e w + propagator e (-w) = ((-2 * e / (w ^ 2 + e ^ 2) : ℝ) : ℂ) := by
  have hre : ∀ v : ℝ, (propagator e v).re = -e / (v ^ 2 + e ^ 2) := by
    intro v
    have hn : Complex.normSq (Complex.I * (v : ℂ) - (e : ℂ)) = v ^ 2 + e ^ 2 := by
      simp [Complex.normSq_apply]
      ring
    have hr : (Complex.I * (v : ℂ) - (e : ℂ)).re = -e := by simp
    rw [propagator, one_div, Complex.inv_re, hn, hr]
  apply Complex.ext
  · rw [Complex.add_re, hre, hre, Complex.ofReal_re]
    ring
  · rw [Complex.add_im, propagator_im, propagator_im, Complex.ofReal_im]
    ring
```

## Fixed number of unpaired labels: the remainder stays small

Labels $0,\dots,N-1$ pair with $-1,\dots,-N$, leaving $N,\dots,N+k-1$. Hence $S_{N,0}$ is real, and in general

$$\operatorname{Im}S_{N,k}=-\sum_{j=0}^{k-1}\frac{T\,w_{N+j}}{w_{N+j}^2+e^2}.$$

`window_split` proves the bookkeeping for any summand by induction on $k$. Its base case is an induction on $N$ that adds one label at each end. `cutoffSum_balanced` and `cutoffSum_im` then insert the pair sum. Both identities hold for every real $T$; at $T=e=0$ they rely on Lean's value $1/0=0$.

The limit below keeps $k$ fixed while $N$ grows. If instead $k=N\ge1$, with $e=0$ and $T>0$, the remainder has $N$ terms, each at most $-1/((4N-1)\pi)$. The imaginary part then stays below $-1/(4\pi)$ and does not vanish.

```lean
/-- A sum over the labels `-N ≤ n < N + k` splits into `N` pairs `n, -n-1` and
`k` unpaired terms. -/
theorem window_split (f : ℤ → ℂ) (N k : ℕ) :
    ∑ n ∈ Finset.Ico (-(N : ℤ)) ((N : ℤ) + (k : ℤ)), f n =
      ∑ n ∈ Finset.range N, (f (n : ℤ) + f (-(n : ℤ) - 1)) +
        ∑ j ∈ Finset.range k, f ((N : ℤ) + (j : ℤ)) := by
  induction k with
  | zero =>
    rw [Finset.sum_range_zero, add_zero, Nat.cast_zero, add_zero]
    induction N with
    | zero => simp
    | succ N ih =>
      -- enlarging the balanced window adds one label at each end
      have hs : Finset.Ico (-((N + 1 : ℕ) : ℤ)) ((N + 1 : ℕ) : ℤ) =
          insert (N : ℤ) (insert (-(N : ℤ) - 1) (Finset.Ico (-(N : ℤ)) (N : ℤ))) := by
        ext x
        simp only [Finset.mem_insert, Finset.mem_Ico]
        omega
      rw [hs, Finset.sum_insert (by simp only [Finset.mem_insert, Finset.mem_Ico]; omega),
        Finset.sum_insert (by simp only [Finset.mem_Ico]; omega), ih, Finset.sum_range_succ]
      ring
  | succ k ih =>
    have hs : Finset.Ico (-(N : ℤ)) ((N : ℤ) + ((k + 1 : ℕ) : ℤ)) =
        insert ((N : ℤ) + (k : ℤ)) (Finset.Ico (-(N : ℤ)) ((N : ℤ) + (k : ℤ))) := by
      ext x
      simp only [Finset.mem_insert, Finset.mem_Ico]
      omega
    rw [hs, Finset.sum_insert (by simp only [Finset.mem_Ico]; omega), ih,
      Finset.sum_range_succ]
    ring

/-- With no unpaired frequency the cutoff sum is real, and equals the sum of
`-2eT/(w_n² + e²)` over `0 ≤ n < N`. -/
theorem cutoffSum_balanced (T e : ℝ) (N : ℕ) :
    cutoffSum T e N 0 =
      ((∑ n ∈ Finset.range N, -2 * e * T / (freq T n ^ 2 + e ^ 2) : ℝ) : ℂ) := by
  rw [cutoffSum, window_split, Finset.sum_range_zero, add_zero, Finset.mul_sum,
    Complex.ofReal_sum]
  refine Finset.sum_congr rfl fun n _ => ?_
  rw [freq_reflect, propagator_pair]
  push_cast
  ring

/-- The imaginary part of the cutoff sum is the sum of `-T w/(w² + e²)` over the
`k` unpaired frequencies. -/
theorem cutoffSum_im (T e : ℝ) (N k : ℕ) :
    (cutoffSum T e N k).im = ∑ j ∈ Finset.range k,
      -(T * freq T ((N : ℤ) + (j : ℤ))) / (freq T ((N : ℤ) + (j : ℤ)) ^ 2 + e ^ 2) := by
  rw [cutoffSum, window_split, Complex.im_ofReal_mul, Complex.add_im, Complex.im_sum,
    Complex.im_sum]
  -- every pair is real
  have h0 : ∑ n ∈ Finset.range N, (propagator e (freq T (n : ℤ)) +
      propagator e (freq T (-(n : ℤ) - 1))).im = 0 := by
    refine Finset.sum_eq_zero fun n _ => ?_
    rw [freq_reflect, propagator_pair, Complex.ofReal_im]
  rw [h0, zero_add, Finset.mul_sum]
  refine Finset.sum_congr rfl fun j _ => ?_
  rw [propagator_im]
  ring
```

## Nonzero temperature: the frequencies grow with N

The hypothesis `hT : 0 < T` makes the frequency spacing $2\pi T$ positive. Put $x=1/N$ and write $w_{N+j}=Na$ with $a=(2+(2j+1)x)\pi T$. Then

$$-N\frac{T\,w_{N+j}}{w_{N+j}^2+e^2}=-\frac{Ta}{a^2+(ex)^2}\;\longrightarrow\;-\frac{2\pi T^2}{(2\pi T)^2}=-\frac1{2\pi}.$$

Both $T$ and $e$ drop out. Adding $k$ such terms gives $-k/(2\pi)$.

In `unpaired_limit`, `hg` is continuity at $x=0$, `hv` evaluates the function there, and `key` is the rescaling by $N$. Positivity of $T$ keeps the denominators nonzero. `cutoffSum_im_limit` adds the $k$ limits.

Setting $T=0$ and $e=1$ in the formula makes the sum zero for every $N$, so for $k\ge1$ the limit fails. This shows the need for $T\neq0$ only: the imaginary part depends on $T^2$, so a negative $T$ would give the same values. The physical limit $T\to0$ is a different one: there the range of frequencies is held fixed, and the sum becomes an integral.

```lean
/-- For `T > 0`, the contribution of a single unpaired frequency `w_(N+j)`, multiplied
by `N`, tends to `-1/(2π)` as `N` grows at fixed `j`. -/
theorem unpaired_limit {T : ℝ} (hT : 0 < T) (e : ℝ) (j : ℕ) :
    Tendsto (fun N : ℕ => (N : ℝ) * (-(T * freq T ((N : ℤ) + (j : ℤ))) /
      (freq T ((N : ℤ) + (j : ℤ)) ^ 2 + e ^ 2))) atTop (𝓝 (-1 / (2 * π))) := by
  have h0 : Tendsto (fun N : ℕ => ((N : ℝ))⁻¹) atTop (𝓝 0) :=
    tendsto_inv_atTop_zero.comp tendsto_natCast_atTop_atTop
  have hD : 0 < ((2 + (2 * (j : ℝ) + 1) * 0) * π * T) ^ 2 + (e * 0) ^ 2 := by positivity
  -- the rescaled term, as a function of x = 1/N, is continuous at x = 0
  have hg : ContinuousAt (fun x : ℝ => -(T * ((2 + (2 * (j : ℝ) + 1) * x) * π * T)) /
      (((2 + (2 * (j : ℝ) + 1) * x) * π * T) ^ 2 + (e * x) ^ 2)) 0 :=
    ContinuousAt.div (by fun_prop) (by fun_prop) hD.ne'
  have hv : -(T * ((2 + (2 * (j : ℝ) + 1) * 0) * π * T)) /
      (((2 + (2 * (j : ℝ) + 1) * 0) * π * T) ^ 2 + (e * 0) ^ 2) = -1 / (2 * π) := by
    rw [div_eq_div_iff hD.ne' (by positivity)]
    ring
  have key : ∀ M a b w c : ℝ, 0 < a → 0 < w → w = M * a → c = M * b →
      -(T * a) / (a ^ 2 + b ^ 2) = M * (-(T * w) / (w ^ 2 + c ^ 2)) := by
    intro M a b w c ha hw h1 h2
    rw [← mul_div_assoc, div_eq_div_iff (by positivity) (by positivity)]
    linear_combination (-(T * a * w) + M * T * b ^ 2) * h1 - T * a * (c + M * b) * h2
  have h := hg.tendsto.comp h0
  rw [hv] at h
  refine h.congr' ?_
  filter_upwards [eventually_gt_atTop 0] with N hN
  have hN' : (0 : ℝ) < N := Nat.cast_pos.mpr hN
  have hx : (N : ℝ) * (N : ℝ)⁻¹ = 1 := mul_inv_cancel₀ hN'.ne'
  have hw : 0 < freq T ((N : ℤ) + (j : ℤ)) := by
    unfold freq
    push_cast
    positivity
  refine key N ((2 + (2 * (j : ℝ) + 1) * (N : ℝ)⁻¹) * π * T) (e * (N : ℝ)⁻¹)
    (freq T ((N : ℤ) + (j : ℤ))) e (by positivity) hw ?_ ?_
  · unfold freq
    push_cast
    linear_combination (-((2 * (j : ℝ) + 1) * π * T)) * hx
  · linear_combination (-e) * hx

/-- For `T > 0` and `k` unpaired frequencies, `N` times the imaginary part of the
cutoff sum tends to `-k/(2π)`. -/
theorem cutoffSum_im_limit {T : ℝ} (hT : 0 < T) (e : ℝ) (k : ℕ) :
    Tendsto (fun N : ℕ => (N : ℝ) * (cutoffSum T e N k).im) atTop
      (𝓝 (-(k : ℝ) / (2 * π))) := by
  have h := tendsto_finsetSum (Finset.range k) (fun j _ => unpaired_limit hT e j)
  have hs : ∑ _j ∈ Finset.range k, (-1 / (2 * π) : ℝ) = -(k : ℝ) / (2 * π) := by
    rw [Finset.sum_const, Finset.card_range, nsmul_eq_mul]
    ring
  rw [hs] at h
  exact h.congr fun N => by rw [cutoffSum_im, Finset.mul_sum]
```

## The window from −N to N

These $2N+1$ labels look symmetric, but the frequencies are not: $n=N$ has no partner. This is $k=1$, so

$$\operatorname{Im}S_{N,1}=-\frac{T\,w_N}{w_N^2+e^2},\qquad -\frac1{(2N+1)\pi}\le\operatorname{Im}S_{N,1}<0.$$

The lower bound follows by dropping $e^2$ from the denominator; the strict sign again uses $T\ne0$. `symmetric_label_cutoff` states both for every $N\ge0$, together with the limit $-1/(2\pi)$. In its proof, `hS` identifies the closed window with `cutoffSum T e N 1`.

The exact occupation of this single non-interacting level is the Fermi function $1/(\exp(e/T)+1)$. By standard theory, not proved here, $\tfrac12+S_{N,0}$ tends to it as $N\to\infty$. With $e=0$ and $N=100$, a loop that adds the terms $n=-100,\dots,100$ to $\tfrac12$ returns $0.5-0.00158\,i$. Ending the loop at $n=99$ returns $0.5$.

```lean
/-- For `T > 0`, the sum over `n = -N, ..., N` has imaginary part `-T w_N/(w_N² + e²)`,
which is negative and at least `-1/((2N+1)π)`; multiplied by `N` it tends to `-1/(2π)`. -/
theorem symmetric_label_cutoff {T : ℝ} (hT : 0 < T) (e : ℝ) :
    let S : ℕ → ℂ := fun N =>
      (T : ℂ) * ∑ n ∈ Finset.Icc (-(N : ℤ)) (N : ℤ), propagator e (freq T n)
    (∀ N : ℕ, (S N).im = -(T * freq T N) / (freq T N ^ 2 + e ^ 2) ∧
      (S N).im < 0 ∧ -1 / ((2 * (N : ℝ) + 1) * π) ≤ (S N).im) ∧
    Tendsto (fun N : ℕ => (N : ℝ) * (S N).im) atTop (𝓝 (-1 / (2 * π))) := by
  intro S
  -- the window -N..N has exactly one unpaired label, n = N
  have hS : ∀ N : ℕ, S N = cutoffSum T e N 1 := by
    intro N
    have hI : Finset.Icc (-(N : ℤ)) (N : ℤ) =
        Finset.Ico (-(N : ℤ)) ((N : ℤ) + ((1 : ℕ) : ℤ)) := by
      ext x
      simp only [Finset.mem_Icc, Finset.mem_Ico]
      omega
    simp only [S, cutoffSum, hI]
  constructor
  · intro N
    have him : (S N).im = -(T * freq T N) / (freq T N ^ 2 + e ^ 2) := by
      have h := cutoffSum_im T e N 1
      rw [Finset.sum_range_one, Nat.cast_zero, add_zero] at h
      rw [hS, h]
    have hw : freq T N = (2 * (N : ℝ) + 1) * π * T := by
      unfold freq
      push_cast
      ring
    have hpos : 0 < freq T N := by
      rw [hw]
      positivity
    refine ⟨him, ?_, ?_⟩
    · rw [him]
      exact div_neg_of_neg_of_pos (neg_lt_zero.mpr (by positivity)) (by positivity)
    · rw [him, div_le_div_iff₀ (by positivity) (by positivity)]
      have h2 : T * freq T N * ((2 * (N : ℝ) + 1) * π) = freq T N ^ 2 := by
        linear_combination (-freq T N) * hw
      linarith [sq_nonneg e]
  · have h := cutoffSum_im_limit hT e 1
    rw [Nat.cast_one] at h
    exact h.congr fun N => by rw [hS]

end

end MatsubaraCutoff
```

```lean
#print axioms MatsubaraCutoff.cutoffSum_balanced
#print axioms MatsubaraCutoff.cutoffSum_im_limit
#print axioms MatsubaraCutoff.symmetric_label_cutoff
```

```
'MatsubaraCutoff.cutoffSum_balanced' depends on axioms: [propext, Classical.choice, Quot.sound]
'MatsubaraCutoff.cutoffSum_im_limit' depends on axioms: [propext, Classical.choice, Quot.sound]
'MatsubaraCutoff.symmetric_label_cutoff' depends on axioms: [propext, Classical.choice, Quot.sound]
```
